# In a Frenkel ring of three or more identical sites with equal dipoles and one non-zero nearest-neighbour coupling, the only bright level is a band edge

A sign error in the coupling of an exciton code can survive a check of the energies. Take a ring of identical sites with equal dipoles, each coupled only to its nearest neighbours. If the number of sites is even and at least four, reversing the sign of the coupling \(J\) leaves the list of eigenvalues unchanged, because alternating the signs of the amplitudes undoes the reversal. The absorption line, however, moves from one edge of the band to the other, by \(4|J|\). A related failure occurs when a solver returns only the lowest few states: for one sign of \(J\) these include the whole absorption, for the other they may include none of it. Knowing where the bright state lies for the physically correct sign of \(J\) exposes both faults. That sign has to be known independently: if the value of \(J\) given to the code is already wrong, a comparison based on the same value will not reveal it.

## Energy and brightness of every eigenstate

Take \(N\ge 3\) sites, numbered modulo \(N\), with real site energy \(E\) and real coupling \(J\neq 0\) between neighbours. An exciton state has complex amplitudes \(c_i\). If all sites carry the same unit transition dipole, the dipole of the state is \(D(c)=\sum_i c_i\). With

\[
S=\sum_i |c_i|^2,\qquad R=\sum_i |c_{i+1}-c_i|^2 ,
\]

every state satisfies

\[
\langle c|H|c\rangle=(E+2J)\,S-J\,R .
\]

Every eigenstate is therefore of one of two kinds:

- It is bright and uniform, with energy \(E+2J\).
- It is dark, with energy strictly above \(E+2J\) if \(J<0\) and strictly below it if \(J>0\).

A normalised bright eigenstate has \(|D|^2=N\), which is \(N\) times the intensity of a single site.

## Checking eigensolver output

For a clean ring, a code can compare its output with three numbers: one bright level, its energy \(E+2J\), and its squared dipole \(N\). The comparison does not depend on how the solver chooses vectors inside a degenerate level, since the statement holds for every eigenvector.

It also says which end of the spectrum an iterative solver has to reach: the bottom for \(J<0\), the top for \(J>0\). For a single exciton on an ideal ring with nearest-neighbour coupling, this is the distinction between J-aggregate and H-aggregate absorption.

## From neighbour sums to the band edge

With at least three sites, the two neighbours of a site are distinct, so

\[
(Hc)_i=E c_i+J(c_{i+1}+c_{i-1}).
\]

Sum this over \(i\). Rotating the ring by one site does not change a sum over all sites, so each neighbour term gives \(D(c)\), and

\[
D(Hc)=(E+2J)\,D(c).
\]

For the energy, expand the squared differences:

\[
R=\sum_i\left(|c_{i+1}|^2+|c_i|^2-\bar c_i c_{i+1}-\bar c_{i+1}c_i\right)
=2S-\sum_i \bar c_i\,(c_{i+1}+c_{i-1}).
\]

The last term was shifted by one site. Hence

\[
\langle c|H|c\rangle=E S+J\sum_i\bar c_i(c_{i+1}+c_{i-1})=E S+J(2S-R),
\]

which is the identity above.

Now let \(Hc=\varepsilon c\) with \(c\neq 0\). Then \(S>0\) and

\[
\varepsilon-(E+2J)=-J\,\frac{R}{S}.
\]

If \(R=0\), neighbouring amplitudes agree all round the ring. The state is uniform, \(D=Nc_0\neq 0\), and \(\varepsilon=E+2J\). Moreover \(|D|^2=N^2|c_0|^2=NS\), which is the \(N\)-fold intensity.

If \(R>0\), the energy differs from \(E+2J\), with the sign opposite to that of \(J\). The dipole relation gives \(\varepsilon D=(E+2J)D\), so \(D=0\).

For the plane wave with amplitudes \(e^{2\pi i jk/N}\) on sites \(j=0,\dots,N-1\), with \(k\in\{0,\dots,N-1\}\), where the \(i\) in the exponent is the imaginary unit, put \(q=e^{2\pi i k/N}\). If \(k=0\), the sum of the amplitudes is \(N\). Otherwise \(q\neq 1\) and \(q^N=1\), so the sum is \((q^N-1)/(q-1)=0\). After normalisation by \(1/\sqrt N\), the dipole for \(k=0\) is \(\sqrt N\).

## Lean source for the ring

```lean
import Mathlib

open Matrix

namespace FrenkelRing

noncomputable section

variable {N : ℕ} [NeZero N]

/-- Frenkel exciton Hamiltonian of a ring: site energy `E` on the diagonal and coupling `J`
between nearest neighbours. -/
def ringHamiltonian (N : ℕ) (E J : ℝ) : Matrix (ZMod N) (ZMod N) ℂ :=
  Matrix.of fun i j => if j = i then (E : ℂ) else if j = i + 1 ∨ j = i - 1 then (J : ℂ) else 0

/-- Transition dipole of an exciton state when all sites carry the same unit dipole. -/
def transitionDipole (c : ZMod N → ℂ) : ℂ := ∑ i, c i

/-- The plane wave with amplitudes `exp (2 π i j k / N)` on the sites `j` of the ring. -/
def planeWave (k : ZMod N) (j : ZMod N) : ℂ :=
  Complex.exp (2 * Real.pi * Complex.I * ((j.val * k.val : ℕ) : ℂ) / N)

/-- A sum over all sites is unchanged when the ring is rotated by one site. -/
theorem sum_rotate (f : ZMod N → ℂ) : ∑ i, f (i + 1) = ∑ i, f i :=
  Equiv.sum_comp (Equiv.addRight (1 : ZMod N)) f

/-- On a ring of at least three sites the Hamiltonian multiplies each amplitude by `E` and adds
`J` times the amplitudes of the two neighbours. -/
theorem hamiltonian_apply (hN : 3 ≤ N) (E J : ℝ) (c : ZMod N → ℂ) (i : ZMod N) :
    (ringHamiltonian N E J *ᵥ c) i = E * c i + J * (c (i + 1) + c (i - 1)) := by
  -- the site and its two neighbours are three different sites
  have one_ne : (1 : ZMod N) ≠ 0 := by
    intro h
    have hd := (CharP.cast_eq_zero_iff (ZMod N) N 1).1 (by exact_mod_cast h)
    have := Nat.le_of_dvd (by norm_num) hd
    omega
  have two_ne : (2 : ZMod N) ≠ 0 := by
    intro h
    have hd := (CharP.cast_eq_zero_iff (ZMod N) N 2).1 (by exact_mod_cast h)
    have := Nat.le_of_dvd (by norm_num) hd
    omega
  have a1 : i ≠ i + 1 := fun h => one_ne (by linear_combination -h)
  have a2 : i ≠ i - 1 := fun h => one_ne (by linear_combination h)
  have a3 : i + 1 ≠ i - 1 := fun h => two_ne (by linear_combination h)
  have key : ∀ j, ringHamiltonian N E J i j * c j = (if j = i then E * c j else 0)
      + (if j = i + 1 then J * c j else 0) + (if j = i - 1 then J * c j else 0) := by
    intro j
    by_cases h0 : j = i
    · have h1 : j ≠ i + 1 := by rw [h0]; exact a1
      have h2 : j ≠ i - 1 := by rw [h0]; exact a2
      simp only [ringHamiltonian, Matrix.of_apply, if_pos h0, if_neg h1, if_neg h2, add_zero]
    · by_cases h1 : j = i + 1
      · have h2 : j ≠ i - 1 := by rw [h1]; exact a3
        have h3 : j = i + 1 ∨ j = i - 1 := Or.inl h1
        simp only [ringHamiltonian, Matrix.of_apply, if_neg h0, if_pos h1, if_neg h2, if_pos h3,
          add_zero, zero_add]
      · by_cases h2 : j = i - 1
        · have h3 : j = i + 1 ∨ j = i - 1 := Or.inr h2
          simp only [ringHamiltonian, Matrix.of_apply, if_neg h0, if_neg h1, if_pos h2, if_pos h3,
            zero_add]
        · have h3 : ¬(j = i + 1 ∨ j = i - 1) := not_or.2 ⟨h1, h2⟩
          simp only [ringHamiltonian, Matrix.of_apply, if_neg h0, if_neg h1, if_neg h2, if_neg h3,
            zero_mul, add_zero]
  rw [show (ringHamiltonian N E J *ᵥ c) i = ∑ j, ringHamiltonian N E J i j * c j from rfl,
    Finset.sum_congr rfl fun j _ => key j]
  simp only [Finset.sum_add_distrib, Finset.sum_ite_eq', Finset.mem_univ, if_true]
  ring

/-- On a ring of at least three sites, acting with the Hamiltonian multiplies the transition dipole
of any state by `E + 2J`. -/
theorem dipole_hamiltonian (hN : 3 ≤ N) (E J : ℝ) (c : ZMod N → ℂ) :
    transitionDipole (ringHamiltonian N E J *ᵥ c) = (E + 2 * J) * transitionDipole c := by
  have back : ∑ i, c (i - 1) = ∑ i, c i := Equiv.sum_comp (Equiv.subRight (1 : ZMod N)) c
  unfold transitionDipole
  rw [Finset.sum_congr rfl fun i _ => hamiltonian_apply hN E J c i, Finset.sum_add_distrib,
    ← Finset.mul_sum, ← Finset.mul_sum, Finset.sum_add_distrib, sum_rotate, back]
  ring

/-- On a ring of at least three sites, `⟨c|H|c⟩` is `E + 2J` times the squared norm of `c`, minus
`J` times the summed squared differences between neighbouring amplitudes. -/
theorem energy_identity (hN : 3 ≤ N) (E J : ℝ) (c : ZMod N → ℂ) :
    star c ⬝ᵥ (ringHamiltonian N E J *ᵥ c) =
      (((E + 2 * J) * ∑ i, ‖c i‖ ^ 2 - J * ∑ i, ‖c (i + 1) - c i‖ ^ 2 : ℝ) : ℂ) := by
  have hn : ∀ z : ℂ, ((‖z‖ ^ 2 : ℝ) : ℂ) = star z * z := by
    intro z
    rw [← Complex.normSq_eq_norm_sq]
    exact Complex.normSq_eq_conj_mul_self
  obtain ⟨G, hG⟩ : ∃ G : ZMod N → ℂ, ∀ i, G i = star (c i) * c i - star (c i) * c (i - 1) :=
    ⟨_, fun _ => rfl⟩
  -- site by site the two sides differ by a term that telescopes around the ring
  have site : ∀ i, star (c i) * (ringHamiltonian N E J *ᵥ c) i =
      (((E + 2 * J) * ‖c i‖ ^ 2 - J * ‖c (i + 1) - c i‖ ^ 2 : ℝ) : ℂ)
        + J * (G (i + 1) - G i) := by
    intro i
    rw [hamiltonian_apply hN]
    simp only [Complex.ofReal_sub, Complex.ofReal_mul, Complex.ofReal_add, Complex.ofReal_ofNat,
      hn, hG, star_sub, add_sub_cancel_right]
    ring
  have tel : ∑ i, (J : ℂ) * (G (i + 1) - G i) = 0 := by
    rw [← Finset.mul_sum, Finset.sum_sub_distrib, sum_rotate G, sub_self, mul_zero]
  rw [show star c ⬝ᵥ (ringHamiltonian N E J *ᵥ c) =
      ∑ i, star (c i) * (ringHamiltonian N E J *ᵥ c) i from rfl,
    Finset.sum_congr rfl fun i _ => site i, Finset.sum_add_distrib, tel, add_zero,
    ← Complex.ofReal_sum, Finset.sum_sub_distrib, ← Finset.mul_sum, ← Finset.mul_sum]

/-- On a ring of at least three sites, the uniform state is an eigenstate with energy `E + 2J`. -/
theorem uniform_eigenstate (hN : 3 ≤ N) (E J : ℝ) :
    ringHamiltonian N E J *ᵥ (fun _ => 1) = ((E + 2 * J : ℝ) : ℂ) • (fun _ => (1 : ℂ)) := by
  funext i
  rw [hamiltonian_apply hN]
  simp only [Pi.smul_apply, smul_eq_mul]
  push_cast
  ring

/-- The dipole of a state with equal amplitudes is `N` times the common amplitude. -/
theorem dipole_uniform (c : ZMod N → ℂ) (h : ∀ i, c i = c 0) :
    transitionDipole c = N * c 0 := by
  rw [transitionDipole, Finset.sum_congr rfl fun i _ => h i, Finset.sum_const, Finset.card_univ,
    ZMod.card, nsmul_eq_mul]

/-- For at least three sites and `J ≠ 0`, every eigenstate is either bright, uniform and at energy
`E + 2J`, or dark and strictly above `E + 2J` for `J < 0`, strictly below it for `J > 0`. -/
theorem bright_state_at_band_edge (hN : 3 ≤ N) {E J ε : ℝ} (hJ : J ≠ 0) {c : ZMod N → ℂ}
    (hc : c ≠ 0) (heig : ringHamiltonian N E J *ᵥ c = (ε : ℂ) • c) :
    (transitionDipole c ≠ 0 ∧ (∀ i, c i = c 0) ∧ ε = E + 2 * J) ∨
      (transitionDipole c = 0 ∧ (J < 0 → E + 2 * J < ε) ∧ (0 < J → ε < E + 2 * J)) := by
  have hS : 0 < ∑ i, ‖c i‖ ^ 2 := by
    obtain ⟨i, hi⟩ := Function.ne_iff.mp hc
    have hpos : 0 < ‖c i‖ := norm_pos_iff.mpr hi
    exact Finset.sum_pos' (fun _ _ => by positivity) ⟨i, Finset.mem_univ i, by positivity⟩
  have hD : 0 ≤ ∑ i, ‖c (i + 1) - c i‖ ^ 2 := Finset.sum_nonneg fun _ _ => by positivity
  -- the energy identity evaluated in the eigenstate
  have bal : ε * ∑ i, ‖c i‖ ^ 2 =
      (E + 2 * J) * ∑ i, ‖c i‖ ^ 2 - J * ∑ i, ‖c (i + 1) - c i‖ ^ 2 := by
    have h := energy_identity hN E J c
    have hnorm : star c ⬝ᵥ c = ((∑ i, ‖c i‖ ^ 2 : ℝ) : ℂ) := by
      rw [Complex.ofReal_sum]
      refine Finset.sum_congr rfl fun i _ => ?_
      rw [← Complex.normSq_eq_norm_sq]
      exact Complex.normSq_eq_conj_mul_self.symm
    rw [heig, dotProduct_smul, smul_eq_mul, hnorm, ← Complex.ofReal_mul] at h
    exact Complex.ofReal_injective h
  rcases hD.eq_or_lt with h0 | hpos
  · -- no differences between neighbours: the state is uniform
    left
    have step : ∀ i, c (i + 1) = c i := by
      intro i
      have h := (Finset.sum_eq_zero_iff_of_nonneg (fun i _ => by positivity)).1 h0.symm i
        (Finset.mem_univ i)
      exact sub_eq_zero.1 (norm_eq_zero.1 ((pow_eq_zero_iff two_ne_zero).1 h))
    have walk : ∀ n : ℕ, c (n : ZMod N) = c 0 := by
      intro n
      induction n with
      | zero => rw [Nat.cast_zero]
      | succ n ih => rw [Nat.cast_succ, step, ih]
    have hu : ∀ i, c i = c 0 := by
      intro i
      have h := walk i.val
      rwa [ZMod.natCast_zmod_val] at h
    refine ⟨?_, hu, ?_⟩
    · rw [dipole_uniform c hu]
      exact mul_ne_zero (Nat.cast_ne_zero.2 (NeZero.ne N))
        fun h => hc (funext fun i => (hu i).trans h)
    · rw [← h0, mul_zero, sub_zero] at bal
      exact mul_right_cancel₀ hS.ne' bal
  · -- otherwise the energy is not `E + 2J`, and the dipole must vanish
    right
    have hne : ε - (E + 2 * J) ≠ 0 := by
      intro h
      have h' : J * ∑ i, ‖c (i + 1) - c i‖ ^ 2 = 0 := by
        linear_combination bal - (∑ i, ‖c i‖ ^ 2) * h
      exact mul_ne_zero hJ hpos.ne' h'
    refine ⟨?_, fun hneg => ?_, fun hp => ?_⟩
    · have h := dipole_hamiltonian hN E J c
      have hs : transitionDipole ((ε : ℂ) • c) = ε * transitionDipole c := by
        simp only [transitionDipole, Pi.smul_apply, smul_eq_mul, Finset.mul_sum]
      rw [heig, hs] at h
      have hz : ((ε - (E + 2 * J) : ℝ) : ℂ) * transitionDipole c = 0 := by
        push_cast
        linear_combination h
      exact (mul_eq_zero.1 hz).resolve_left (Complex.ofReal_ne_zero.2 hne)
    · have h := mul_neg_of_neg_of_pos hneg hpos
      exact lt_of_mul_lt_mul_right (by linarith) hS.le
    · have h := mul_pos hp hpos
      exact lt_of_mul_lt_mul_right (by linarith) hS.le

/-- For at least three sites and `J ≠ 0`, the squared dipole of a bright eigenstate is `N` times its
squared norm. -/
theorem bright_state_intensity (hN : 3 ≤ N) {E J ε : ℝ} (hJ : J ≠ 0) {c : ZMod N → ℂ}
    (heig : ringHamiltonian N E J *ᵥ c = (ε : ℂ) • c) (hb : transitionDipole c ≠ 0) :
    ‖transitionDipole c‖ ^ 2 = N * ∑ i, ‖c i‖ ^ 2 := by
  have hc : c ≠ 0 := by
    rintro rfl
    exact hb (by simp [transitionDipole])
  rcases bright_state_at_band_edge hN hJ hc heig with ⟨_, hu, _⟩ | ⟨hd, _⟩
  · have hs : ∑ i, ‖c i‖ ^ 2 = N * ‖c 0‖ ^ 2 := by
      rw [Finset.sum_congr rfl fun i _ => by rw [hu i], Finset.sum_const, Finset.card_univ,
        ZMod.card, nsmul_eq_mul]
    rw [dipole_uniform c hu, hs, norm_mul, Complex.norm_natCast]
    ring
  · exact absurd hd hb

/-- The plane wave `k = 0` has transition dipole `N`; all other plane waves have none. -/
theorem planeWave_dipole (k : ZMod N) :
    transitionDipole (planeWave k) = if k = 0 then (N : ℂ) else 0 := by
  have hchar : ∀ j, planeWave k j = ZMod.stdAddChar (j * k) := by
    intro j
    have h : (((j.val * k.val : ℕ) : ℤ) : ZMod N) = j * k := by
      rw [Int.cast_natCast, Nat.cast_mul, ZMod.natCast_zmod_val, ZMod.natCast_zmod_val]
    rw [← h, ZMod.stdAddChar_coe, Int.cast_natCast, planeWave]
  -- orthogonality of the characters of the ring
  rw [transitionDipole, Finset.sum_congr rfl fun j _ => hchar j,
    AddChar.sum_mulShift k (ZMod.isPrimitive_stdAddChar N), ZMod.card]
  split_ifs <;> simp

end

end FrenkelRing
```

```lean
#print axioms FrenkelRing.uniform_eigenstate
-- 'FrenkelRing.uniform_eigenstate' depends on axioms: [propext, Classical.choice, Quot.sound]
#print axioms FrenkelRing.bright_state_at_band_edge
-- 'FrenkelRing.bright_state_at_band_edge' depends on axioms: [propext, Classical.choice, Quot.sound]
#print axioms FrenkelRing.bright_state_intensity
-- 'FrenkelRing.bright_state_intensity' depends on axioms: [propext, Classical.choice, Quot.sound]
#print axioms FrenkelRing.planeWave_dipole
-- 'FrenkelRing.planeWave_dipole' depends on axioms: [propext, Classical.choice, Quot.sound]
```

## How the Lean objects describe the exciton

The sites are the elements of `ZMod N`, so `i + 1` and `i - 1` wrap around the ring. `ringHamiltonian N E J` is the one-exciton matrix. Here `E` stands for the excitation energy of a site, and `J` for the interaction that transfers the excitation between neighbours. Both are real inputs. A state is a function `c : ZMod N → ℂ`, which need not be normalised, and `transitionDipole c` is measured in units of the dipole of one site.

`bright_state_at_band_edge` takes a non-zero `c` and a real `ε` with \(Hc=\varepsilon c\), and returns the two alternatives listed earlier. Restricting `ε` to real values loses no eigenstates, since `energy_identity` makes every expectation value real. `uniform_eigenstate` supplies the bright state, so the level \(E+2J\) does occur. Together the two theorems make it the lowest level for \(J<0\) and the highest for \(J>0\), with only uniform eigenvectors.

`bright_state_intensity` states \(|D|^2=NS\) for unnormalised bright eigenstates. `planeWave_dipole` gives the plane-wave selection rule, and needs neither the Hamiltonian nor three sites.

## How the proof follows the algebra

`hamiltonian_apply` first shows that 1 and 2 are non-zero in `ZMod N`, because \(N\ge 3\) divides neither. A site and its two neighbours are then three different sites, and the row sum splits into three single terms. `dipole_hamiltonian` sums the result, using `sum_rotate` for one neighbour and the reverse shift for the other.

`energy_identity` performs the shift of the derivation locally. Its auxiliary function is \(G_i=|c_i|^2-\bar c_i c_{i-1}\). At each site the two sides of the identity differ by \(J(G_{i+1}-G_i)\), and these differences sum to zero around the ring.

In `bright_state_at_band_edge`, `bal` is the identity evaluated in the eigenstate, and the proof splits on whether \(R\) is zero or positive. In the first case `step` gives equality of neighbouring amplitudes, and `walk` carries it from site 0 to every site by induction. In the second case the dipole relation becomes a product equal to zero whose energy factor is non-zero, so the dipole vanishes. The two strict inequalities follow from the sign of \(JR\).

`bright_state_intensity` applies this classification and then counts \(N\) equal terms. `planeWave_dipole` identifies the plane waves with the additive characters of `ZMod N` and uses their orthogonality in place of the geometric sum.

## The two-site ring as a counter-example

For \(N=2\) both neighbours of a site are the same site, and the definition enters the coupling once:

\[
H=\begin{pmatrix}E&J\\J&E\end{pmatrix}.
\]

The state \((1,1)\) is bright with energy \(E+J\), not \(E+2J\), so for \(J\neq0\) neither alternative of the classification holds. A code that loops over sites and adds a coupling to each right-hand neighbour and its transpose would put \(2J\) off the diagonal instead. The dimer therefore tests how the matrix is assembled, and its reference energy has to match that convention.

## An ideal ring with one exciton

The theorems concern exact arithmetic on a finite ring with identical sites, one exciton, no disorder, no vibrations and no coupling beyond nearest neighbours. A numerical comparison needs a tolerance, both for the energy and for the dipoles that should vanish.

The equal dipoles are an assumption. If the dipoles turn from site to site, the plain sum of amplitudes is no longer the transition dipole, and the selection rule has to be worked out again. The coupling is not derived from the dipoles either, so the file does not say which geometry gives which sign of \(J\).

The intensity is a squared dipole; an oscillator strength carries an additional factor of the transition energy. The energies of the dark levels are bounded on one side by \(E+2J\) but not computed: the file contains no cosine dispersion, and it treats the plane waves with \(k\neq 0\) only through their dipoles.
